# For bounded Hermitian A and B, if the ground energy of A is at most that of B under every penalty t(1 − |x⟩⟨x|), then B − A is positive semidefinite

Take a Hermitian $2\times2$ matrix $A$ with diagonal entries $a,c$ and off-diagonal entry $b$, and penalise everything orthogonal to $x=(1,0)$ with strength $t$:

$$\begin{pmatrix} a & b\\ \bar b & c+t\end{pmatrix},\qquad
\lambda_{\min}=\frac{a+c+t}{2}-\sqrt{\Big(\frac{c+t-a}{2}\Big)^2+|b|^2}\;\longrightarrow\; a\quad(t\to\infty).$$

The second level is pushed away, the effect of its coupling $b$ to the first dies out, and the lowest eigenvalue becomes the expectation value $a=\langle x,Ax\rangle$. If the penalised ground energies of $A$ and $B$ are ordered for every unit $x$ and every $t\ge0$, all expectation values are therefore ordered too.

## Energies and the penalty operator

The argument works for bounded operators on a complex inner product space `H` of any dimension. A Hermitian matrix acting on $\mathbb C^n$ is the finite-dimensional case; unbounded Hamiltonians are not covered.

In Lean 4 with Mathlib:

```lean
import Mathlib

open Filter Topology

namespace PenaltyConverse

noncomputable section

variable {H : Type*} [NormedAddCommGroup H] [InnerProductSpace ℂ H]
```

The inner product is linear in its second argument. For a vector $v$, not necessarily normalised, put $E_A(v)=\operatorname{Re}\langle Av,v\rangle$.

```lean
/-- The real part of `⟨A v, v⟩`, for a vector `v` that need not be normalised. -/
def energy (A : H →L[ℂ] H) (v : H) : ℝ := (inner ℂ (A v) v).re
```

The ground energy is $E_0(A)=\inf_{v\ne0}E_A(v)/\|v\|^2$. In infinite dimension it need not be attained.

```lean
/-- The ground energy: the infimum of the Rayleigh quotient over nonzero states. -/
def groundEnergy (A : H →L[ℂ] H) : ℝ :=
  ⨅ v : {v : H // v ≠ 0}, energy A v / ‖(v : H)‖ ^ 2
```

The penalty $P_x=1-|x\rangle\langle x|$ sends $v$ to $v-\langle x,v\rangle x$. For unit $x$ it projects onto the orthogonal complement of $x$.

```lean
/-- The penalty operator `1 - |x⟩⟨x|`. -/
def penalty (x : H) : H →L[ℂ] H :=
  ContinuousLinearMap.id ℂ H - (innerSL ℂ x).smulRight x
```

## The variational principle and the least eigenvalue

Cauchy–Schwarz and the operator norm give $|\operatorname{Re}\langle Au,w\rangle|\le\|A\|\,\|u\|\,\|w\|$.

```lean
lemma abs_re_inner_le (A : H →L[ℂ] H) (u w : H) :
    |(inner ℂ (A u) w).re| ≤ ‖A‖ * ‖u‖ * ‖w‖ :=
  (Complex.abs_re_le_norm _).trans ((norm_inner_le_norm _ _).trans
    (mul_le_mul_of_nonneg_right (A.le_opNorm u) (norm_nonneg w)))
```

Scaling a state by $c\in\mathbb C$ gives $E_A(cv)=|c|^2E_A(v)$.

```lean
lemma energy_smul (A : H →L[ℂ] H) (c : ℂ) (v : H) :
    energy A (c • v) = ‖c‖ ^ 2 * energy A v := by
  unfold energy
  rw [map_smul, inner_smul_left, inner_smul_right, ← mul_assoc,
    mul_comm (starRingEnd ℂ c) c, Complex.mul_conj, Complex.re_ofReal_mul,
    Complex.normSq_eq_norm_sq]
```

By the first bound, every Rayleigh quotient is at least $-\|A\|$. The infimum is thus a true lower bound, and any trial state bounds $E_0(A)$ from above.

```lean
/-- Variational principle: the Rayleigh quotient of any nonzero trial state is an upper bound
on the ground energy. -/
theorem groundEnergy_le (A : H →L[ℂ] H) {v : H} (hv : v ≠ 0) :
    groundEnergy A ≤ energy A v / ‖v‖ ^ 2 := by
  have hb : BddBelow (Set.range fun v : {v : H // v ≠ 0} => energy A v / ‖(v : H)‖ ^ 2) := by
    refine ⟨-‖A‖, ?_⟩
    rintro _ ⟨u, rfl⟩
    have hu : 0 < ‖(u : H)‖ := norm_pos_iff.mpr u.2
    change -‖A‖ ≤ energy A u / ‖(u : H)‖ ^ 2
    rw [le_div_iff₀ (by positivity)]
    have h := (abs_le.mp (abs_re_inner_le A u u)).1
    unfold energy
    nlinarith
  exact ciInf_le hb ⟨v, hv⟩
```

For symmetric $A$ on a nonzero finite-dimensional space, the infimum is an eigenvalue, by a Mathlib theorem. It is the least one: if $Av=\mu v$ with $v\neq0$, the quotient at $v$ is $\mu$, so $E_0(A)\le\mu$.

```lean
/-- On a nonzero finite-dimensional space the ground energy of a symmetric operator is its least
eigenvalue. -/
theorem groundEnergy_least_eigenvalue [FiniteDimensional ℂ H] [Nontrivial H]
    (A : H →L[ℂ] H) (hA : (A : H →ₗ[ℂ] H).IsSymmetric) :
    Module.End.HasEigenvalue (A : H →ₗ[ℂ] H) (groundEnergy A : ℂ) ∧
      ∀ μ : ℝ, Module.End.HasEigenvalue (A : H →ₗ[ℂ] H) (μ : ℂ) → groundEnergy A ≤ μ := by
  refine ⟨hA.hasEigenvalue_iInf_of_finiteDimensional, fun μ hμ => ?_⟩
  obtain ⟨v, hv⟩ := hμ.exists_hasEigenvector
  have h1 : A v = (μ : ℂ) • v := hv.apply_eq_smul
  have h2 : (inner ℂ v v).re = ‖v‖ ^ 2 := inner_self_eq_norm_sq (𝕜 := ℂ) v
  have h3 : energy A v = μ * ‖v‖ ^ 2 := by
    unfold energy
    rw [h1, inner_smul_left, Complex.conj_ofReal, Complex.re_ofReal_mul, h2]
  have hn : ‖v‖ ^ 2 ≠ 0 := pow_ne_zero 2 (norm_ne_zero_iff.mpr hv.2)
  have h4 := groundEnergy_le A hv.2
  rwa [h3, mul_div_cancel_right₀ _ hn] at h4
```

## What the penalty costs

Write $w=P_xv$ and $\alpha=\langle x,v\rangle$. For unit $x$, the next three lemmas give the formula for $w$, the orthogonality $\langle w,x\rangle=0$, and the splitting $v=w+\alpha x$.

```lean
lemma penalty_apply (x v : H) : penalty x v = v - inner ℂ x v • x := by
  simp [penalty]

lemma penalty_orth {x : H} (hx : ‖x‖ = 1) (v : H) : inner ℂ (penalty x v) x = 0 := by
  rw [penalty_apply, inner_sub_left, inner_smul_left, inner_conj_symm,
    inner_self_eq_norm_sq_to_K, hx]
  simp

lemma split (x v : H) : penalty x v + inner ℂ x v • x = v := by
  rw [penalty_apply, sub_add_cancel]
```

Hence $\langle P_xv,v\rangle=\langle w,w+\alpha x\rangle=\|w\|^2$, and

$$E_{A+tP_x}(v)=E_A(v)+t\|w\|^2.$$

```lean
/-- For unit `x`, a penalty of strength `t` raises the energy of `v` by `t` times the squared norm
of the component of `v` orthogonal to `x`. -/
theorem energy_penalised (A : H →L[ℂ] H) {x : H} (hx : ‖x‖ = 1) (t : ℝ) (v : H) :
    energy (A + (t : ℂ) • penalty x) v = energy A v + t * ‖penalty x v‖ ^ 2 := by
  have h1 : inner ℂ (penalty x v) v = inner ℂ (penalty x v) (penalty x v) := by
    calc inner ℂ (penalty x v) v
        = inner ℂ (penalty x v) (penalty x v + inner ℂ x v • x) := by rw [split]
      _ = _ := by rw [inner_add_right, inner_smul_right, penalty_orth hx, mul_zero, add_zero]
  have h2 : (inner ℂ (penalty x v) (penalty x v)).re = ‖penalty x v‖ ^ 2 :=
    inner_self_eq_norm_sq (𝕜 := ℂ) _
  have h3 : (A + (t : ℂ) • penalty x) v = A v + (t : ℂ) • penalty x v := rfl
  unfold energy
  rw [h3, inner_add_left, inner_smul_left, h1, Complex.conj_ofReal, Complex.add_re,
    Complex.re_ofReal_mul, h2]
```

## Completing the square

Let $d=t-2\|A\|>0$. Expand $E_A(w+\alpha x)$ and bound $E_A(w)$ and the two cross terms by the norm:

$$E_{A+tP_x}(v)\ge|\alpha|^2E_A(x)-2\|A\||\alpha|\|w\|+(t-\|A\|)\|w\|^2.$$

Subtract $\big(E_A(x)-\|A\|^2/d\big)\|v\|^2$, where $\|v\|^2=\|w\|^2+|\alpha|^2$. Since $E_A(x)\le\|A\|$, the remainder is at least

$$\frac{(d\|w\|-\|A\||\alpha|)^2}{d}+\frac{\|A\|^2}{d}\|w\|^2\ge0.$$

So $E_0(A+tP_x)\ge E_A(x)-\|A\|^2/d$. In the code, `key` is the square, `k1` the last term, and `k2` uses $E_A(x)\le\|A\|$.

```lean
/-- For `t > 2‖A‖` the penalised ground energy lies at most `‖A‖² / (t - 2‖A‖)` below the
energy of the unit state `x`. -/
theorem penalised_lower_bound (A : H →L[ℂ] H) {x : H} (hx : ‖x‖ = 1) {t : ℝ}
    (ht : 2 * ‖A‖ < t) :
    energy A x - ‖A‖ ^ 2 / (t - 2 * ‖A‖) ≤ groundEnergy (A + (t : ℂ) • penalty x) := by
  have hx0 : x ≠ 0 := norm_ne_zero_iff.mp (by rw [hx]; exact one_ne_zero)
  have : Nonempty {v : H // v ≠ 0} := ⟨⟨x, hx0⟩⟩
  refine le_ciInf fun v => ?_
  obtain ⟨v, hv⟩ := v
  have hvp : 0 < ‖v‖ := norm_pos_iff.mpr hv
  change _ ≤ energy (A + (t : ℂ) • penalty x) v / ‖v‖ ^ 2
  rw [le_div_iff₀ (by positivity), energy_penalised A hx]
  -- split `v` into its part along `x` and the orthogonal remainder `w`
  have hs := split x v
  have ho := penalty_orth hx v
  generalize penalty x v = w at hs ho ⊢
  generalize (inner ℂ x v : ℂ) = α at hs
  have hαx : ‖α • x‖ = ‖α‖ := by rw [norm_smul, hx, mul_one]
  have hn : ‖v‖ ^ 2 = ‖w‖ ^ 2 + ‖α‖ ^ 2 := by
    have h := norm_add_sq (𝕜 := ℂ) w (α • x)
    rw [hs, inner_smul_right, ho, mul_zero, map_zero, hαx] at h
    linarith
  have hE : energy A v = energy A w + (inner ℂ (A w) (α • x)).re
      + (inner ℂ (A (α • x)) w).re + ‖α‖ ^ 2 * energy A x := by
    rw [← energy_smul, ← hs]
    unfold energy
    rw [map_add, inner_add_left, inner_add_right, inner_add_right]
    simp only [Complex.add_re]
    ring
  have b1 : -(‖A‖ * ‖w‖ * ‖w‖) ≤ energy A w := (abs_le.mp (abs_re_inner_le A w w)).1
  have b2 := (abs_le.mp (abs_re_inner_le A w (α • x))).1
  have b3 := (abs_le.mp (abs_re_inner_le A (α • x) w)).1
  have b4 : energy A x ≤ ‖A‖ * ‖x‖ * ‖x‖ := (abs_le.mp (abs_re_inner_le A x x)).2
  rw [hαx] at b2 b3
  rw [hx, mul_one, mul_one] at b4
  -- complete the square in the two amplitudes
  have hd : 0 < t - 2 * ‖A‖ := by linarith
  have key : 0 ≤ (t - 2 * ‖A‖) * ‖w‖ ^ 2 - 2 * ‖A‖ * ‖α‖ * ‖w‖
      + ‖A‖ ^ 2 / (t - 2 * ‖A‖) * ‖α‖ ^ 2 := by
    generalize t - 2 * ‖A‖ = d at hd
    have h : d * ‖w‖ ^ 2 - 2 * ‖A‖ * ‖α‖ * ‖w‖ + ‖A‖ ^ 2 / d * ‖α‖ ^ 2
        = (d * ‖w‖ - ‖A‖ * ‖α‖) ^ 2 / d := by
      have hd' := hd.ne'
      rw [eq_div_iff hd', add_mul, mul_right_comm (‖A‖ ^ 2 / d), div_mul_cancel₀ _ hd']
      ring
    rw [h]
    positivity
  have k1 : 0 ≤ ‖A‖ ^ 2 / (t - 2 * ‖A‖) * ‖w‖ ^ 2 := by positivity
  have k2 : 0 ≤ (‖A‖ - energy A x) * ‖w‖ ^ 2 :=
    mul_nonneg (by linarith) (by positivity)
  rw [hn, hE]
  linarith
```

The trial state $x$ pays no penalty, so $E_0(A+tP_x)\le E_A(x)$. The two bounds squeeze the ground energy to $E_A(x)$ as $t\to\infty$.

```lean
/-- As the penalty strength grows, the penalised ground energy tends to the energy of the
unit state `x`. -/
theorem penalised_tendsto (A : H →L[ℂ] H) {x : H} (hx : ‖x‖ = 1) :
    Tendsto (fun t : ℝ => groundEnergy (A + (t : ℂ) • penalty x)) atTop
      (𝓝 (energy A x)) := by
  have h1 : Tendsto (fun t : ℝ => t - 2 * ‖A‖) atTop atTop := by
    simpa [sub_eq_add_neg] using
      tendsto_atTop_add_const_right atTop (-(2 * ‖A‖)) (tendsto_id (α := ℝ))
  have h2 := (tendsto_const_nhds (x := energy A x)).sub
    ((tendsto_const_nhds (x := ‖A‖ ^ 2)).div_atTop h1)
  rw [sub_zero] at h2
  refine tendsto_of_tendsto_of_tendsto_of_le_of_le' h2 tendsto_const_nhds ?_ ?_
  · filter_upwards [eventually_gt_atTop (2 * ‖A‖)] with t ht
    exact penalised_lower_bound A hx ht
  · -- the trial state `x` itself pays no penalty
    refine Eventually.of_forall fun t => ?_
    have hx0 : x ≠ 0 := norm_ne_zero_iff.mp (by rw [hx]; exact one_ne_zero)
    have hp : penalty x x = 0 := by
      rw [penalty_apply]
      simp [inner_self_eq_norm_sq_to_K, hx]
    have h := groundEnergy_le (A + (t : ℂ) • penalty x) hx0
    rw [energy_penalised A hx, hp, hx] at h
    simpa using h
```

In an iterative eigensolver for a Hamiltonian matrix in a finite orthonormal basis, the penalty for a unit vector $x$ is one extra line in the matrix–vector product: add $t(v-\langle x,v\rangle x)$ to $Av$. For $t>2\|A\|$ the converged lowest eigenvalue must lie within $\|A\|^2/(t-2\|A\|)$ below $\langle x,Ax\rangle$, up to numerical error. This is a necessary condition on a correct implementation, not a sufficient one: if $x$ is a ground state of $A$, code that omits the penalty passes too.

## From ground energies to operator order

Suppose $E_B(x)<E_A(x)$. By the limits, $E_0(B+tP_x)<E_0(A+tP_x)$ for all large $t$. This contradicts the assumed order, even if that order holds only at arbitrarily large $t$ (`∃ᶠ`).

```lean
/-- If the penalised ground energies for one unit state `x` are ordered at arbitrarily large
penalty strengths, then the energies of `x` are ordered. -/
theorem energy_le_of_penalties (A B : H →L[ℂ] H) {x : H} (hx : ‖x‖ = 1)
    (h : ∃ᶠ t : ℝ in atTop, groundEnergy (A + (t : ℂ) • penalty x)
      ≤ groundEnergy (B + (t : ℂ) • penalty x)) :
    energy A x ≤ energy B x := by
  by_contra hc
  have hlt := (penalised_tendsto B hx).eventually_lt (penalised_tendsto A hx) (not_le.mp hc)
  obtain ⟨t, h1, h2⟩ := (h.and_eventually hlt).exists
  exact absurd h1 (not_le_of_gt h2)
```

For general $v\ne0$, apply this to $v/\|v\|$ and cancel the factor $\|v\|^{-2}$; for $v=0$ both energies vanish.

```lean
lemma energy_le_all (A B : H →L[ℂ] H)
    (h : ∀ x : H, ‖x‖ = 1 → ∀ t : ℝ, 0 ≤ t →
      groundEnergy (A + (t : ℂ) • penalty x) ≤ groundEnergy (B + (t : ℂ) • penalty x))
    (v : H) : energy A v ≤ energy B v := by
  by_cases hv : v = 0
  · simp [hv, energy]
  have hn : ‖v‖ ≠ 0 := norm_ne_zero_iff.mpr hv
  have hc : (‖v‖ : ℂ)⁻¹ ≠ 0 := inv_ne_zero (Complex.ofReal_ne_zero.mpr hn)
  have hu : ‖(‖v‖ : ℂ)⁻¹ • v‖ = 1 := by
    rw [norm_smul, norm_inv, Complex.norm_real, norm_norm, inv_mul_cancel₀ hn]
  have h1 := energy_le_of_penalties A B hu
    ((eventually_ge_atTop (0 : ℝ)).mono fun t ht => h _ hu t ht).frequently
  rw [energy_smul, energy_smul] at h1
  exact le_of_mul_le_mul_left h1 (pow_pos (norm_pos_iff.mpr hc) 2)
```

Thus $\operatorname{Re}\langle(B-A)v,v\rangle=E_B(v)-E_A(v)\ge0$ for all $v$. `IsPositive` also requires $B-A$ to be symmetric, which follows from the hypotheses `hA` and `hB`.

```lean
/-- Let `A` and `B` be symmetric. If for every unit state and every penalty strength `t ≥ 0` the
penalised ground energy of `A` is at most that of `B`, then `B - A` is positive semidefinite. -/
theorem positive_of_penalties (A B : H →L[ℂ] H)
    (hA : (A : H →ₗ[ℂ] H).IsSymmetric) (hB : (B : H →ₗ[ℂ] H).IsSymmetric)
    (h : ∀ x : H, ‖x‖ = 1 → ∀ t : ℝ, 0 ≤ t →
      groundEnergy (A + (t : ℂ) • penalty x) ≤ groundEnergy (B + (t : ℂ) • penalty x)) :
    (B - A).IsPositive := by
  refine ⟨hB.sub hA, fun v => ?_⟩
  have h1 := energy_le_all A B h v
  change 0 ≤ (inner ℂ (B v - A v) v).re
  rw [inner_sub_left, Complex.sub_re]
  exact sub_nonneg.mpr h1
```

If the penalised ground energies are equal, the inequality holds both ways and $E_A=E_B$. Symmetry makes $\langle Av,v\rangle$ and $\langle Bv,v\rangle$ real, so they agree for every $v$, and on a complex space this forces $A=B$.

```lean
/-- Two symmetric operators with the same penalised ground energies, for all unit states and
all penalty strengths `t ≥ 0`, are equal. -/
theorem eq_of_penalties (A B : H →L[ℂ] H)
    (hA : (A : H →ₗ[ℂ] H).IsSymmetric) (hB : (B : H →ₗ[ℂ] H).IsSymmetric)
    (h : ∀ x : H, ‖x‖ = 1 → ∀ t : ℝ, 0 ≤ t →
      groundEnergy (A + (t : ℂ) • penalty x) = groundEnergy (B + (t : ℂ) • penalty x)) :
    A = B := by
  -- expectation values of symmetric operators are real
  have him : ∀ T : H →L[ℂ] H, (T : H →ₗ[ℂ] H).IsSymmetric →
      ∀ v, (inner ℂ (T v) v).im = 0 := by
    intro T hT v
    have h1 : inner ℂ (T v) v = inner ℂ v (T v) := hT v v
    exact Complex.conj_eq_iff_im.mp ((inner_conj_symm v (T v)).trans h1.symm)
  have hAB : (A : H →ₗ[ℂ] H) = (B : H →ₗ[ℂ] H) := by
    refine (ext_inner_map _ _).mp fun v => ?_
    change inner ℂ (A v) v = inner ℂ (B v) v
    refine Complex.ext ?_ ((him A hA v).trans (him B hB v).symm)
    exact le_antisymm (energy_le_all A B (fun x hx t ht => (h x hx t ht).le) v)
      (energy_le_all B A (fun x hx t ht => (h x hx t ht).ge) v)
  exact ContinuousLinearMap.ext fun v => LinearMap.congr_fun hAB v

end

end PenaltyConverse
```

```lean
#print axioms PenaltyConverse.groundEnergy_least_eigenvalue
#print axioms PenaltyConverse.positive_of_penalties
#print axioms PenaltyConverse.eq_of_penalties
```

```
'PenaltyConverse.groundEnergy_least_eigenvalue' depends on axioms: [propext, Classical.choice, Quot.sound]
'PenaltyConverse.positive_of_penalties' depends on axioms: [propext, Classical.choice, Quot.sound]
'PenaltyConverse.eq_of_penalties' depends on axioms: [propext, Classical.choice, Quot.sound]
```
